# Hermiticity of the extended Koopmans matrix is equivalent to the generalised Brillouin condition

Take one electron in two orthonormal orbitals, with annihilation operators $a_1, a_2$ and a non-interacting Hamiltonian $H=\sum_{rs}h_{rs}a_r^\dagger a_s$, where $h_{rs}=\overline{h_{sr}}$. Put the electron in orbital 1, so that $\psi=|1\rangle$, and form the matrix

$$V_{pq}=\langle\psi,\,a_p^\dagger[H,a_q]\,\psi\rangle .$$

Since $a_2|1\rangle=0$ and $H$ annihilates the vacuum, the entries are

$$V_{11}=-h_{11},\qquad V_{12}=-h_{21},\qquad V_{21}=V_{22}=0 .$$

This matrix is Hermitian only if $h_{21}=0$, which says that orbital 1 does not couple to orbital 2. The same number controls the energy. In the rotated state $\cos t\,|1\rangle+\sin t\,|2\rangle$ the energy has slope $2\,\mathrm{Re}\,h_{21}$ at $t=0$, and a rotation with a complex phase detects the imaginary part. The asymmetry of $V$ is thus an orbital gradient.

The same holds for interacting Hamiltonians and correlated states, provided that the operators are bounded, $H$ is self-adjoint and, for the statements about rotations, the orbitals are finite in number.

## Operators, orbitals and the state

Let $E$ be a complex Hilbert space, $\psi$ a vector in it, $H$ a bounded operator, and $a_q$ a family of bounded operators labelled by an index set $\iota$.

In Lean 4 with Mathlib:

```lean
import Mathlib

open Matrix

namespace ExtendedKoopmansBrillouin

noncomputable section

variable {E : Type*} [NormedAddCommGroup E] [InnerProductSpace ℂ E] [CompleteSpace E]
variable {ι : Type*}
```

In the intended reading `E` is the Fock space, `ι` labels the spin orbitals, and `a q` is the fermionic annihilation operator $a_q$. The type `E →L[ℂ] E` consists of the bounded linear operators, `*` is their composition, and `star` is the adjoint, written $\dagger$ here. The inner product is conjugate-linear in its first argument.

The anticommutation relations are not assumed, because the argument never uses them. Nor does $H$ have to conserve particle number. Boundedness is a real restriction: it holds for any fermionic Hamiltonian in a finite orbital basis, where the Fock space is finite-dimensional, but not for the Coulomb Hamiltonian in continuous space.

The commutator is $[A,B]=AB-BA$.

```lean
/-- The commutator `[A, B]` of two bounded operators. -/
def comm (A B : E →L[ℂ] E) : E →L[ℂ] E := A * B - B * A
```

## The matrix and the residual

The extended Koopmans matrix is $V_{pq}=\langle\psi,a_p^\dagger[H,a_q]\psi\rangle$.

```lean
/-- The extended Koopmans matrix `V_pq = ⟨ψ, a_p† [H, a_q] ψ⟩`. -/
def koopmans (H : E →L[ℂ] E) (a : ι → E →L[ℂ] E) (ψ : E) : Matrix ι ι ℂ :=
  Matrix.of fun p q => inner ℂ ψ ((star (a p) * comm H (a q)) ψ)
```

The row index $p$ belongs to the creation operator and the column index $q$ to the annihilation operator inside the commutator. With this sign, $V_{11}=-h_{11}$ in the example is the energy needed to remove the electron. The extended Koopmans approach obtains approximate ionisation energies from $V$ together with the one-particle density matrix; the theorems below concern the symmetry of $V$ alone.

The generalised Brillouin condition requires that the residuals

$$D_{pq}=\langle\psi,[H,a_p^\dagger a_q]\psi\rangle$$

vanish for all orbital pairs.

```lean
/-- The Brillouin residual `⟨ψ, [H, a_p† a_q] ψ⟩` of an orbital pair. -/
def brillouin (H : E →L[ℂ] E) (a : ι → E →L[ℂ] E) (ψ : E) (p q : ι) : ℂ :=
  inner ℂ ψ (comm H (star (a p) * a q) ψ)
```

The vector $\psi$ need not be normalised. For $\psi\neq0$ the physical expectation values are $V_{pq}/\|\psi\|^2$ and $D_{pq}/\|\psi\|^2$, and the common positive factor affects neither Hermiticity nor the vanishing of a residual.

## Rotating the orbitals

When $\iota$ is finite, a coefficient matrix $k$ defines the one-body operator

$$K=\sum_{pq}k_{pq}\,a_p^\dagger a_q .$$

```lean
/-- The one-body operator `∑ k_pq a_p† a_q`. -/
def oneBody [Fintype ι] (a : ι → E →L[ℂ] E) (k : Matrix ι ι ℂ) : E →L[ℂ] E :=
  ∑ p, ∑ q, k p q • (star (a p) * a q)
```

If $k$ is anti-Hermitian, then $e^{tK}$ is unitary for real $t$, and for fermionic $a_q$ it rotates the orbitals in which $\psi$ is expanded while the expansion coefficients stay fixed. The energy along this curve is

$$\mathcal E(t)=\langle e^{tK}\psi,\;H\,e^{tK}\psi\rangle .$$

```lean
/-- The expectation value of `H` in the rotated state `exp(tK) ψ`. -/
def rotatedEnergy (H K : E →L[ℂ] E) (ψ : E) (t : ℝ) : ℂ :=
  inner ℂ (NormedSpace.exp ((t : ℂ) • K) ψ) (H (NormedSpace.exp ((t : ℂ) • K) ψ))
```

The parameter `t` is real and the value has type `ℂ`, although it is a real number when $H$ is self-adjoint. Because a unitary $e^{tK}$ preserves the norm, the normalised energy is $\mathcal E(t)/\|\psi\|^2$ for $\psi\ne0$, and its slope carries the same constant factor.

## The asymmetry of the matrix is a commutator

For any bounded operator $A$,

$$\langle\psi,A^\dagger\psi\rangle=\langle A\psi,\psi\rangle=\overline{\langle\psi,A\psi\rangle}.$$

```lean
/-- The expectation value of an adjoint operator is the complex conjugate expectation value. -/
theorem expectation_star (A : E →L[ℂ] E) (ψ : E) :
    inner ℂ ψ ((star A) ψ) = star (inner ℂ ψ (A ψ)) := by
  rw [ContinuousLinearMap.star_eq_adjoint, ContinuousLinearMap.adjoint_inner_right]
  exact (inner_conj_symm _ _).symm
```

The proof follows these two equalities: the adjoint moves to the other side of the inner product, and conjugate symmetry finishes.

Now let $H=H^\dagger$ and apply this to $A=a_q^\dagger[H,a_p]$, whose expectation value is $V_{qp}$:

$$\overline{V_{qp}}=\langle\psi,[H,a_p]^\dagger a_q\psi\rangle=\langle\psi,(a_p^\dagger H-Ha_p^\dagger)a_q\psi\rangle .$$

Subtracting this from $V_{pq}$ gives

$$V_{pq}-\overline{V_{qp}}=\langle\psi,\,(a_p^\dagger Ha_q-a_p^\dagger a_qH-a_p^\dagger Ha_q+Ha_p^\dagger a_q)\,\psi\rangle .$$

The two terms $a_p^\dagger Ha_q$ cancel, and what remains is

$$V_{pq}-\overline{V_{qp}}=\langle\psi,[H,a_p^\dagger a_q]\psi\rangle=D_{pq}.$$

A sign is easily lost here. The adjoint reverses the order of a product, so $[H,a_p]^\dagger=[a_p^\dagger,H]$ and not $[H,a_p^\dagger]$. With the wrong sign the middle terms add instead of cancelling, and no commutator with $a_p^\dagger a_q$ appears.

```lean
/-- For self-adjoint `H`, the anti-Hermitian defect of the extended Koopmans matrix is the Brillouin
residual: `V_pq - conj V_qp = ⟨ψ, [H, a_p† a_q] ψ⟩`. -/
theorem koopmans_sub_star {H : E →L[ℂ] E} (hH : IsSelfAdjoint H)
    (a : ι → E →L[ℂ] E) (ψ : E) (p q : ι) :
    koopmans H a ψ p q - star (koopmans H a ψ q p) = brillouin H a ψ p q := by
  have h : star (star (a q) * comm H (a p))
      = (star (a p) * H - H * star (a p)) * a q := by
    simp only [comm, star_mul, star_sub, star_star, hH.star_eq]
  -- the terms `a_p† H a_q` cancel
  have e : comm H (star (a p) * a q) = star (a p) * comm H (a q)
      - (star (a p) * H - H * star (a p)) * a q := by
    unfold comm
    noncomm_ring
  simp only [koopmans, Matrix.of_apply, brillouin]
  rw [← expectation_star, h, e, _root_.sub_apply, inner_sub_right]
```

The hypothesis `hH` is the self-adjointness of $H$. Inside the proof, `h` computes the adjoint of $a_q^\dagger[H,a_p]$, and `e` is the cancellation, which `noncomm_ring` verifies without commuting any operators. The last line turns the conjugate into an adjoint and splits the residual into the same two expectation values.

## Hermitian exactly when every residual vanishes

The matrix $V$ is Hermitian when $V_{pq}=\overline{V_{qp}}$ for all $p,q$. By the identity just proved, this is the statement that $D_{pq}=0$ for all $p,q$.

```lean
/-- For self-adjoint `H`, the extended Koopmans matrix is Hermitian exactly when the generalised
Brillouin condition `⟨ψ, [H, a_p† a_q] ψ⟩ = 0` holds for all orbital pairs. -/
theorem koopmans_isHermitian_iff_brillouin {H : E →L[ℂ] E} (hH : IsSelfAdjoint H)
    (a : ι → E →L[ℂ] E) (ψ : E) :
    (koopmans H a ψ).IsHermitian ↔ ∀ p q, brillouin H a ψ p q = 0 := by
  constructor
  · intro h p q
    rw [← koopmans_sub_star hH, h.apply p q, sub_self]
  · intro h
    exact Matrix.IsHermitian.ext fun p q =>
      (sub_eq_zero.mp ((koopmans_sub_star hH a ψ p q).trans (h p q))).symm
```

The quantifier `∀ p q` runs over all ordered pairs, diagonal ones included, and the index set may be infinite. Both directions of the proof use `koopmans_sub_star`: a Hermitian matrix gives a difference of equal numbers, and a zero difference gives equal entries.

## The slope of the energy under a rotation

Let $K^\dagger=-K$. For real $t$ the adjoint of $e^{tK}$ is $e^{-tK}$, so

$$\mathcal E(t)=\langle\psi,\,e^{-tK}He^{tK}\psi\rangle .$$

The product rule at $t=0$, where both exponentials equal the identity, gives

$$\mathcal E'(0)=\langle\psi,(-KH+HK)\psi\rangle=\langle\psi,[H,K]\psi\rangle .$$

```lean
/-- For an anti-Hermitian generator `K`, the energy of `exp(tK) ψ` has slope
`⟨ψ, [H, K] ψ⟩` at `t = 0`. -/
theorem hasDerivAt_rotatedEnergy (H : E →L[ℂ] E) {K : E →L[ℂ] E} (hK : star K = -K) (ψ : E) :
    HasDerivAt (rotatedEnergy H K ψ) (inner ℂ ψ (comm H K ψ)) 0 := by
  have e0 : ∀ A : E →L[ℂ] E,
      HasDerivAt (fun u : ℂ => NormedSpace.exp (u • A)) A 0 := fun A => by
    simpa using hasDerivAt_exp_smul_const (𝕂 := ℂ) A (0 : ℂ)
  -- differentiate the transformed Hamiltonian `exp(-uK) H exp(uK)`
  have e1 : HasDerivAt (fun u : ℂ => NormedSpace.exp (u • (-K)) * H * NormedSpace.exp (u • K))
      (comm H K) 0 := by
    refine (((e0 (-K)).mul (hasDerivAt_const (0 : ℂ) H)).mul (e0 K)).congr_deriv ?_
    simp only [Pi.mul_apply, zero_smul, NormedSpace.exp_zero, mul_zero, add_zero, one_mul,
      mul_one, comm]
    noncomm_ring
  let L : (E →L[ℂ] E) →L[ℂ] ℂ := (innerSL ℂ ψ).comp (ContinuousLinearMap.apply ℂ E ψ)
  have e2 : HasDerivAt (fun u : ℂ => (inner ℂ ψ
      ((NormedSpace.exp (u • (-K)) * H * NormedSpace.exp (u • K)) ψ) : ℂ))
      (inner ℂ ψ (comm H K ψ)) ((0 : ℝ) : ℂ) := by
    rw [Complex.ofReal_zero]
    exact L.hasFDerivAt.comp_hasDerivAt (0 : ℂ) e1
  -- for real `t` the adjoint of `exp(tK)` is `exp(-tK)`
  have hfun : rotatedEnergy H K ψ = fun t : ℝ => (inner ℂ ψ
      ((NormedSpace.exp ((t : ℂ) • (-K)) * H * NormedSpace.exp ((t : ℂ) • K)) ψ) : ℂ) := by
    funext t
    have hs : NormedSpace.exp ((t : ℂ) • (-K)) = star (NormedSpace.exp ((t : ℂ) • K)) := by
      rw [NormedSpace.star_exp, star_smul, hK, Complex.star_def, Complex.conj_ofReal]
    rw [hs, ContinuousLinearMap.star_eq_adjoint]
    exact (ContinuousLinearMap.adjoint_inner_right _ _ _).symm
  rw [hfun]
  exact e2.comp_ofReal
```

`HasDerivAt f c 0` says that `f` is differentiable at 0 with derivative `c`. This step does not need $H$ to be self-adjoint.

The proof first treats the parameter as a complex number $u$. The step `e0` is the derivative of $e^{uA}$ at zero, and `e1` applies the product rule to $e^{-uK}He^{uK}$. The map `L` sends an operator $A$ to $\langle\psi,A\psi\rangle$; it is linear and continuous, so `e2` can carry the derivative through it. The identity `hfun` rewrites the energy in the transformed form. It is stated for real $t$ only, since the adjoint of $e^{uK}$ is $e^{-\bar uK}$ for complex $u$. Finally `comp_ofReal` restricts the complex derivative to the real line.

## The orbital gradient read from the matrix

To use this slope for $K=\sum_{pq}k_{pq}a_p^\dagger a_q$, one needs $K$ to be anti-Hermitian. If $\overline{k_{qp}}=-k_{pq}$, then

$$K^\dagger=\sum_{pq}\overline{k_{pq}}\,a_q^\dagger a_p=\sum_{pq}\overline{k_{qp}}\,a_p^\dagger a_q=-K .$$

```lean
/-- An anti-Hermitian coefficient matrix gives an anti-Hermitian one-body operator. -/
theorem star_oneBody [Fintype ι] (a : ι → E →L[ℂ] E) {k : Matrix ι ι ℂ} (hk : kᴴ = -k) :
    star (oneBody a k) = -oneBody a k := by
  unfold oneBody
  simp only [star_sum, star_smul, star_mul, star_star]
  rw [Finset.sum_comm]
  simp only [← Finset.sum_neg_distrib]
  refine Finset.sum_congr rfl fun p _ => Finset.sum_congr rfl fun q _ => ?_
  have h : star (k q p) = -k p q := congrFun (congrFun hk p) q
  rw [h, neg_smul]
```

The hypothesis `kᴴ = -k` is the anti-Hermiticity of the coefficients, and `Finset.sum_comm` performs the exchange of summation labels.

The commutator is linear in its second argument, so

$$\mathcal E'(0)=\sum_{pq}k_{pq}\langle\psi,[H,a_p^\dagger a_q]\psi\rangle=\sum_{pq}k_{pq}\,(V_{pq}-\overline{V_{qp}}).$$

```lean
/-- For self-adjoint `H` and anti-Hermitian `k`, the slope of the energy at `t = 0` along the
orbital rotation generated by `∑ k_pq a_p† a_q` is `∑ k_pq (V_pq - conj V_qp)`. -/
theorem orbital_gradient [Fintype ι] {H : E →L[ℂ] E} (hH : IsSelfAdjoint H)
    (a : ι → E →L[ℂ] E) (ψ : E) {k : Matrix ι ι ℂ} (hk : kᴴ = -k) :
    HasDerivAt (rotatedEnergy H (oneBody a k) ψ)
      (∑ p, ∑ q, k p q * (koopmans H a ψ p q - star (koopmans H a ψ q p))) 0 := by
  refine (hasDerivAt_rotatedEnergy H (star_oneBody a hk) ψ).congr_deriv ?_
  have h : comm H (oneBody a k) = ∑ p, ∑ q, k p q • comm H (star (a p) * a q) := by
    simp only [comm, oneBody, Finset.mul_sum, Finset.sum_mul, mul_smul_comm, smul_mul_assoc,
      smul_sub, Finset.sum_sub_distrib]
  simp only [koopmans_sub_star hH, h, _root_.sum_apply,
    _root_.smul_apply, inner_sum, inner_smul_right, brillouin]
```

The local statement `h` expands $[H,K]$ into the double sum, and `koopmans_sub_star` identifies each term. In the two-orbital example, $k_{21}=1$ and $k_{12}=-1$ generate the real rotation from orbital 1 towards orbital 2, and the formula returns $D_{21}-D_{12}=\overline{h_{21}}+h_{21}=2\,\mathrm{Re}\,h_{21}$, as found directly.

For multiconfigurational states in a finite orbital basis, the anti-Hermitian part of $V$ therefore measures how far the energy is from being stationary, at fixed expansion coefficients, under unitary rotations among all the spin orbitals labelled by $\iota$.

## Stationary under every rotation

If $V$ is Hermitian, every term of the gradient vanishes, and so does the slope for every anti-Hermitian $k$.

Conversely, suppose that the slope vanishes for every anti-Hermitian $k$. The residuals satisfy

$$\overline{D_{qp}}=\overline{V_{qp}}-V_{pq}=-D_{pq},$$

so the choice $k_{pq}=\overline{D_{pq}}$ is itself anti-Hermitian. Along this rotation

$$0=\mathcal E'(0)=\sum_{pq}\overline{D_{pq}}\,D_{pq}=\sum_{pq}|D_{pq}|^2 .$$

A sum of non-negative terms is zero only if each term is zero. Hence all $D_{pq}$ vanish, and $V$ is Hermitian.

```lean
/-- For self-adjoint `H`, the extended Koopmans matrix is Hermitian exactly when the energy is
stationary at `t = 0` under every orbital rotation of the state. -/
theorem koopmans_isHermitian_iff_stationary [Fintype ι] {H : E →L[ℂ] E}
    (hH : IsSelfAdjoint H) (a : ι → E →L[ℂ] E) (ψ : E) :
    (koopmans H a ψ).IsHermitian ↔
      ∀ k : Matrix ι ι ℂ, kᴴ = -k → HasDerivAt (rotatedEnergy H (oneBody a k) ψ) 0 0 := by
  constructor
  · intro h k hk
    refine (orbital_gradient hH a ψ hk).congr_deriv ?_
    exact Finset.sum_eq_zero fun p _ => Finset.sum_eq_zero fun q _ => by
      rw [h.apply p q, sub_self, mul_zero]
  · intro h
    rw [koopmans_isHermitian_iff_brillouin hH]
    -- rotate along the gradient itself
    let k : Matrix ι ι ℂ := Matrix.of fun p q => star (brillouin H a ψ p q)
    have hk : kᴴ = -k := by
      ext p q
      change star (star (brillouin H a ψ q p)) = -star (brillouin H a ψ p q)
      rw [star_star, ← koopmans_sub_star hH, ← koopmans_sub_star hH, star_sub, star_star]
      ring
    have hu := (h k hk).unique (orbital_gradient hH a ψ hk)
    have hc : ((∑ p, ∑ q, Complex.normSq (brillouin H a ψ p q) : ℝ) : ℂ) = 0 := by
      rw [hu]
      push_cast
      refine Finset.sum_congr rfl fun p _ => Finset.sum_congr rfl fun q _ => ?_
      rw [koopmans_sub_star hH]
      exact Complex.normSq_eq_conj_mul_self
    have hr : ∑ p, ∑ q, Complex.normSq (brillouin H a ψ p q) = 0 := Complex.ofReal_eq_zero.mp hc
    -- a vanishing sum of squared moduli has only vanishing terms
    intro p q
    have hp := (Finset.sum_eq_zero_iff_of_nonneg (fun p _ =>
      Finset.sum_nonneg fun q _ => Complex.normSq_nonneg _)).mp hr p (Finset.mem_univ p)
    have hq := (Finset.sum_eq_zero_iff_of_nonneg (fun q _ =>
      Complex.normSq_nonneg _)).mp hp q (Finset.mem_univ q)
    exact Complex.normSq_eq_zero.mp hq

end

end ExtendedKoopmansBrillouin
```

On the right-hand side, `HasDerivAt … 0 0` has the derivative as its first zero and the point $t=0$ as its second. The condition covers all complex anti-Hermitian `k`, including the rotations with complex phases met in the example. It concerns first derivatives only, so the stationary point of the energy may be a minimum, a maximum or a saddle point.

In the converse direction, `hk` checks that the chosen `k` is anti-Hermitian. The step `hu` uses the uniqueness of derivatives to equate the assumed slope zero with the gradient formula. The sum of squared moduli is first shown to vanish as a complex number (`hc`) and then as a real one (`hr`), because the non-negativity argument needs real terms. That argument is applied twice, once to the sum over $p$ and once to the sum over $q$.

```lean
#print axioms ExtendedKoopmansBrillouin.koopmans_isHermitian_iff_brillouin
#print axioms ExtendedKoopmansBrillouin.koopmans_isHermitian_iff_stationary
```

```
'ExtendedKoopmansBrillouin.koopmans_isHermitian_iff_brillouin' depends on axioms: [propext, Classical.choice, Quot.sound]
'ExtendedKoopmansBrillouin.koopmans_isHermitian_iff_stationary' depends on axioms: [propext, Classical.choice, Quot.sound]
```
